# Two long-range models give the same corrected Fourier interpolation exactly when their difference is an exponential sum on the supercell window

## Lattice, grid and window

Take a one-dimensional lattice with unit spacing, so that lattice vectors are integers \(R\) and the wavevector \(q\) is a dimensionless real number. Write \(\mathrm{i}\) for the imaginary unit and \(i\) for an index. Fix \(N\ge 1\), the grid \(q_j=2\pi j/N\) with \(0\le j<N\), and a window of \(N\) consecutive integers,
\[
W=\{a,a+1,\dots,a+N-1\}.
\]
For a function \(f\) of \(q\), define the force constants (mass-weighted ones if \(f\) is a mass-weighted dynamical matrix) and the interpolation by
\[
F_f(R)=\frac1N\sum_{j=0}^{N-1}e^{-\mathrm{i}Rq_j}f(q_j),\qquad
(If)(q)=\sum_{k=0}^{N-1}e^{\mathrm{i}(a+k)q}F_f(a+k).
\]
A window sum is any function \(\sum_{k=0}^{N-1} e^{\mathrm{i}(a+k)q}C(a+k)\) with constant coefficients \(C\).

## Subtracting a long-range model

In a polar crystal, dipole–dipole forces reach beyond the supercell that corresponds to the grid. One therefore subtracts a model \(L\) of these forces from the dynamical matrix \(D\), interpolates the remainder and adds the model back, which gives \(I(D-L)+L\). The question is how far the result depends on the model.

For any \(D\), \(L_1\), \(L_2\),
\[
I(D-L_1)+L_1=I(D-L_2)+L_2\ \text{ at every } q
\iff L_1-L_2\ \text{is a window sum.}
\]
For phonon interpolation on a one-dimensional grid, this means that two models can be exchanged freely if they differ only in couplings inside the window.

## Derivation

**Grid sums.** Let \(z=e^{2\pi\mathrm{i}m/N}\) for an integer \(m\). Then \(z^N=1\), and \(z=1\) exactly when \(N\) divides \(m\). Since \((1-z)\sum_{j=0}^{N-1} z^j=1-z^N=0\), the sum \(\sum_j e^{\mathrm{i}mq_j}\) is \(N\) if \(N\mid m\) and zero otherwise.

**One coupling.** For \(f(q)=e^{\mathrm{i}Rq}K\),
\[
F_f(S)=\frac1N\sum_j e^{\mathrm{i}(R-S)q_j}K=
\begin{cases}K,&N\mid R-S,\\0,&\text{otherwise.}\end{cases}
\]

**Window sums are reproduced.** Two members \(a+k\) and \(a+l\) of \(W\) differ by less than \(N\), so they are congruent modulo \(N\) only if \(k=l\). By linearity, the force constant of a window sum at \(a+l\) is \(C(a+l)\), and \(I\) returns the same function.

**Equivalence.** Linearity of \(I\) gives
\[
[I(D-L_1)+L_1]-[I(D-L_2)+L_2]=(L_1-L_2)-I(L_1-L_2).
\]
If the left side vanishes, \(L_1-L_2=I(L_1-L_2)\), which is a window sum by construction. Conversely, \(I\) reproduces a window sum, so the right side vanishes.

**Agreement on the grid.** Inserting the force constants,
\[
(If)(q_i)=\sum_j\Big[\frac1N e^{\mathrm{i}a(q_i-q_j)}\sum_k e^{2\pi\mathrm{i}k(i-j)/N}\Big]f(q_j)=f(q_i),
\]
because the bracket is 1 for \(j=i\) and 0 otherwise. Hence \(I(D-L)+L\) equals \(D\) at every grid point for every \(L\), and agreement there says nothing about the quality of the model.

**Adding one coupling to the model.** Let \(a+k\) be the member of \(W\) congruent to \(R\). Replacing \(L\) by \(L+e^{\mathrm{i}Rq}K\) changes the result by
\[
\big(e^{\mathrm{i}Rq}-e^{\mathrm{i}(a+k)q}\big)K.
\]
This is zero if \(R\in W\), since then \(R=a+k\). If \(R\notin W\), choose \(q=\pi/(R-a-k)\). The two phases are then opposite and the change is \(2e^{\mathrm{i}Rq}K\), which vanishes only for \(K=0\).

## The statement in Lean

The main theorem is `corrected_eq_iff`. Its objects correspond to the formulas as follows:

- `phase R q` is \(e^{\mathrm{i}Rq}\), and `grid N j` is \(q_j\).
- `forceConstant N f R` is \(F_f(R)\), with the factor \(1/N\) in this transform.
- `windowSum N a C` is a window sum, and `interp N a f` is \(If\).
- `corrected N a D L` is \(I(D-L)+L\).

Values lie in an arbitrary complex vector space `E`, so the matrix for any fixed number of atoms per cell is included, with the same window for every pair of atoms. The only hypothesis is `0 < N`: the functions need be neither periodic nor continuous.

The setting is one-dimensional, and no Hermiticity or acoustic sum rule is imposed. In particular, `coupling_invisible_iff` adds a coupling at \(R\) without the Hermitian partner at \(-R\) that a physical model would have. The theorems compare models with each other and do not bound the distance of either result from \(D\) between grid points.

## A symmetric window for even \(N\)

For even \(N\), a window of \(N\) consecutive integers cannot be symmetric about zero. Interpolating a Hermitian matrix with it therefore gives, in general, a matrix that is not Hermitian between grid points. A different definition of \(I\) would use all \(R\) with \(|R|\le N/2\) and give the two end terms weight one half each. The criterion would then change: \(L_1-L_2\) would have to be an exponential sum on this larger set with equal coefficients at \(N/2\) and \(-N/2\).

## The complete file

```lean
import Mathlib

open Finset

namespace LongRangeSubtraction

noncomputable section

variable {E : Type*} [AddCommGroup E] [Module ℂ E]

/-- The Bloch phase `exp(i R q)` of the lattice vector `R` at wavevector `q`. -/
def phase (R : ℤ) (q : ℝ) : ℂ := Complex.exp (Complex.I * R * q)

/-- The wavevector `2πj/N` of the sampling grid, for `N ≥ 1`. -/
def grid (N j : ℕ) : ℝ := 2 * Real.pi * j / N

/-- The force constant at lattice vector `R` obtained by the discrete Fourier transform of the
values of `f` on the grid of `N ≥ 1` wavevectors. -/
def forceConstant (N : ℕ) (f : ℝ → E) (R : ℤ) : E :=
  (N : ℂ)⁻¹ • ∑ j ∈ range N, phase (-R) (grid N j) • f (grid N j)

/-- The exponential sum with coefficients `C` supported on the supercell window
`a, a+1, …, a+N-1`. -/
def windowSum (N : ℕ) (a : ℤ) (C : ℤ → E) (q : ℝ) : E :=
  ∑ k ∈ range N, phase (a + k) q • C (a + k)

/-- Fourier interpolation of `f` from `N ≥ 1` grid wavevectors, with exponentials supported on
the window `a, …, a+N-1`. -/
def interp (N : ℕ) (a : ℤ) (f : ℝ → E) (q : ℝ) : E :=
  windowSum N a (forceConstant N f) q

/-- Long-range subtraction with `N ≥ 1` grid wavevectors: the model `L` is subtracted from the
dynamical matrix `D`, the remainder is interpolated, and `L` is added back. -/
def corrected (N : ℕ) (a : ℤ) (D L : ℝ → E) (q : ℝ) : E :=
  interp N a (fun p => D p - L p) q + L q

/-- Two positions in a window of length `N` that are congruent modulo `N` coincide. -/
theorem residue_unique {N k l : ℕ} (hk : k < N) (hl : l < N)
    (h : (N : ℤ) ∣ (k : ℤ) - l) : k = l := by
  obtain ⟨t, ht⟩ := h
  have hk' : (k : ℤ) < N := by exact_mod_cast hk
  have hl' : (l : ℤ) < N := by exact_mod_cast hl
  have h0 : t = 0 := by
    by_contra hne
    rcases lt_or_gt_of_ne hne with h | h
    · nlinarith [mul_nonneg (Int.natCast_nonneg N) (show (0 : ℤ) ≤ -1 - t by omega)]
    · nlinarith [mul_nonneg (Int.natCast_nonneg N) (show (0 : ℤ) ≤ t - 1 by omega)]
  rw [h0, mul_zero] at ht
  omega

/-- The phases of a lattice vector `m` summed over the grid of `N ≥ 1` wavevectors give `N` if
`m` is a multiple of `N`, and zero otherwise. -/
theorem phase_grid_sum {N : ℕ} (hN : 0 < N) (m : ℤ) :
    ∑ j ∈ range N, phase m (grid N j) = if (N : ℤ) ∣ m then (N : ℂ) else 0 := by
  have hN' : (N : ℂ) ≠ 0 := by exact_mod_cast hN.ne'
  have hinv : (N : ℂ) * (N : ℂ)⁻¹ = 1 := mul_inv_cancel₀ hN'
  have hpow : ∀ j : ℕ, phase m (grid N j) = phase m (grid N 1) ^ j := by
    intro j
    simp only [phase, grid]
    rw [← Complex.exp_nat_mul]
    congr 1
    push_cast
    ring
  have hone : phase m (grid N 1) = 1 ↔ (N : ℤ) ∣ m := by
    simp only [phase, grid]
    rw [Complex.exp_eq_one_iff]
    constructor
    · rintro ⟨n, hn⟩
      refine ⟨n, ?_⟩
      push_cast at hn
      have h3 : (2 * Real.pi * Complex.I : ℂ) * m = (2 * Real.pi * Complex.I) * (N * n) := by
        linear_combination (N : ℂ) * hn - (Complex.I * m * 2 * Real.pi) * hinv
      exact_mod_cast mul_left_cancel₀ Complex.two_pi_I_ne_zero h3
    · rintro ⟨n, hn⟩
      refine ⟨n, ?_⟩
      rw [hn]
      push_cast
      linear_combination (n * 2 * Real.pi * Complex.I) * hinv
  have hper : phase m (grid N 1) ^ N = 1 := by
    rw [← hpow]
    simp only [phase, grid]
    rw [Complex.exp_eq_one_iff]
    refine ⟨m, ?_⟩
    push_cast
    linear_combination (m * 2 * Real.pi * Complex.I) * hinv
  -- the sum is a geometric series in an `N`-th root of unity
  rw [Finset.sum_congr rfl (fun j _ => hpow j)]
  split_ifs with h
  · rw [hone.2 h]
    simp
  · have h1 := mul_neg_geom_sum (phase m (grid N 1)) N
    rw [hper, sub_self] at h1
    exact (mul_eq_zero.1 h1).resolve_left (sub_ne_zero.2 (fun e => h (hone.1 e.symm)))

/-- Sampling a single coupling `K` at lattice vector `R` on `N ≥ 1` wavevectors gives the force
constant `K` at every `S` congruent to `R` modulo `N`, and zero at every other `S`. -/
theorem forceConstant_phase {N : ℕ} (hN : 0 < N) (R S : ℤ) (K : E) :
    forceConstant N (fun p => phase R p • K) S = if (N : ℤ) ∣ R - S then K else 0 := by
  have hN' : (N : ℂ) ≠ 0 := by exact_mod_cast hN.ne'
  have h : ∀ j, phase (-S) (grid N j) • phase R (grid N j) • K
      = phase (R - S) (grid N j) • K := by
    intro j
    rw [smul_smul]
    congr 1
    simp only [phase, ← Complex.exp_add]
    congr 1
    push_cast
    ring
  simp only [forceConstant, h]
  rw [← Finset.sum_smul, phase_grid_sum hN]
  split_ifs
  · rw [smul_smul, inv_mul_cancel₀ hN', one_smul]
  · simp

/-- Interpolation from `N ≥ 1` wavevectors reproduces every exponential sum supported on the
window, at all wavevectors. -/
theorem interp_windowSum {N : ℕ} (hN : 0 < N) (a : ℤ) (C : ℤ → E) (q : ℝ) :
    interp N a (windowSum N a C) q = windowSum N a C q := by
  have hC : ∀ l ∈ range N, forceConstant N (windowSum N a C) (a + l) = C (a + l) := by
    intro l hl
    have hlin : forceConstant N (windowSum N a C) (a + l)
        = ∑ k ∈ range N, forceConstant N (fun p => phase (a + k) p • C (a + k)) (a + l) := by
      simp only [forceConstant, windowSum, Finset.smul_sum]
      exact Finset.sum_comm
    rw [hlin, Finset.sum_eq_single l]
    · rw [forceConstant_phase hN, if_pos (by simp)]
    · intro k hk hkl
      rw [forceConstant_phase hN, if_neg]
      intro h
      exact hkl (residue_unique (mem_range.1 hk) (mem_range.1 hl) (by convert h using 1; ring))
    · intro h
      exact absurd hl h
  change ∑ l ∈ range N, phase (a + l) q • forceConstant N (windowSum N a C) (a + l)
    = ∑ l ∈ range N, phase (a + l) q • C (a + l)
  exact Finset.sum_congr rfl (fun l hl => by rw [hC l hl])

/-- Interpolation returns the sampled value at each of the `N` grid wavevectors. -/
theorem interp_grid {N i : ℕ} (hi : i < N) (a : ℤ) (f : ℝ → E) :
    interp N a f (grid N i) = f (grid N i) := by
  have hN : 0 < N := by omega
  have hN' : (N : ℂ) ≠ 0 := by exact_mod_cast hN.ne'
  have hswap : interp N a f (grid N i) = ∑ j ∈ range N, ((N : ℂ)⁻¹ *
      ∑ k ∈ range N, phase (a + k) (grid N i) * phase (-(a + k)) (grid N j)) • f (grid N j) := by
    simp only [interp, windowSum, forceConstant, Finset.smul_sum, Finset.mul_sum,
      Finset.sum_smul, smul_smul]
    rw [Finset.sum_comm]
    refine Finset.sum_congr rfl fun j _ => Finset.sum_congr rfl fun k _ => ?_
    congr 1
    ring
  -- orthogonality of two grid wavevectors, summed over the window
  have horth : ∀ j : ℕ, ∑ k ∈ range N, phase (a + k) (grid N i) * phase (-(a + k)) (grid N j)
      = phase (a * ((i : ℤ) - j)) (grid N 1) * ∑ k ∈ range N, phase ((i : ℤ) - j) (grid N k) := by
    intro j
    rw [Finset.mul_sum]
    refine Finset.sum_congr rfl fun k _ => ?_
    simp only [phase, grid, ← Complex.exp_add]
    congr 1
    push_cast
    ring
  rw [hswap, Finset.sum_eq_single i]
  · rw [horth, phase_grid_sum hN, if_pos (by simp)]
    simp [phase, hN']
  · intro j hj hji
    rw [horth, phase_grid_sum hN,
      if_neg (fun h => hji (residue_unique hi (mem_range.1 hj) h).symm)]
    simp
  · intro h
    exact absurd (mem_range.2 hi) h

/-- With any long-range model `L`, the corrected interpolation equals `D` at each of the `N` grid
wavevectors. -/
theorem corrected_grid {N i : ℕ} (hi : i < N) (a : ℤ) (D L : ℝ → E) :
    corrected N a D L (grid N i) = D (grid N i) := by
  rw [corrected, interp_grid hi, sub_add_cancel]

/-- Two long-range models give results that differ by the interpolation error of the model
difference. -/
theorem corrected_sub_corrected (N : ℕ) (a : ℤ) (D L₁ L₂ : ℝ → E) (q : ℝ) :
    corrected N a D L₁ q - corrected N a D L₂ q
      = (L₁ q - L₂ q) - interp N a (fun p => L₁ p - L₂ p) q := by
  simp only [corrected, interp, windowSum, forceConstant, smul_sub, Finset.sum_sub_distrib]
  abel

/-- For `N ≥ 1`, two long-range models give the same corrected interpolation at every wavevector
if and only if their difference is an exponential sum supported on the supercell window. -/
theorem corrected_eq_iff {N : ℕ} (hN : 0 < N) (a : ℤ) (D L₁ L₂ : ℝ → E) :
    (∀ q, corrected N a D L₁ q = corrected N a D L₂ q) ↔
      ∃ C : ℤ → E, ∀ q, L₁ q - L₂ q = windowSum N a C q := by
  constructor
  · intro h
    refine ⟨forceConstant N (fun p => L₁ p - L₂ p), fun q => ?_⟩
    have h1 := corrected_sub_corrected N a D L₁ L₂ q
    rw [h q, sub_self] at h1
    exact sub_eq_zero.1 h1.symm
  · rintro ⟨C, hC⟩ q
    have hfun : (fun p => L₁ p - L₂ p) = windowSum N a C := funext hC
    rw [← sub_eq_zero, corrected_sub_corrected, hfun, interp_windowSum hN, hC, sub_self]

/-- Adding to the model a coupling `K` at lattice vector `R` changes the result by `K` times the
phase of `R` minus the phase of `a + k`, the window vector congruent to `R` modulo `N`. -/
theorem corrected_add_coupling {N k : ℕ} (hk : k < N) {a R : ℤ}
    (hR : (N : ℤ) ∣ R - (a + k)) (D L : ℝ → E) (K : E) (q : ℝ) :
    corrected N a D (fun p => L p + phase R p • K) q
      = corrected N a D L q + (phase R q - phase (a + k) q) • K := by
  have hN : 0 < N := by omega
  -- the interpolation folds `R` back to its alias in the window
  have halias : interp N a (fun p => phase R p • K) q = phase (a + k) q • K := by
    unfold interp windowSum
    rw [Finset.sum_eq_single k]
    · rw [forceConstant_phase hN, if_pos hR]
    · intro l hl hlk
      rw [forceConstant_phase hN, if_neg, smul_zero]
      intro h
      have e : (l : ℤ) - k = (R - (a + k)) - (R - (a + l)) := by ring
      have hlk' : (N : ℤ) ∣ (l : ℤ) - k := by
        rw [e]
        exact dvd_sub hR h
      exact hlk (residue_unique (mem_range.1 hl) hk hlk')
    · intro h
      exact absurd (mem_range.2 hk) h
  have h := corrected_sub_corrected N a D (fun p => L p + phase R p • K) L q
  simp only [add_sub_cancel_left] at h
  rw [halias, ← sub_smul] at h
  exact sub_eq_iff_eq_add'.1 h

/-- For `N ≥ 1`, adding to the model a coupling `K` at lattice vector `R` leaves the result
unchanged at every wavevector if and only if `K` vanishes or `R` lies in the window. -/
theorem coupling_invisible_iff {N : ℕ} (hN : 0 < N) (a R : ℤ) (D L : ℝ → E) (K : E) :
    (∀ q, corrected N a D (fun p => L p + phase R p • K) q = corrected N a D L q) ↔
      K = 0 ∨ (a ≤ R ∧ R < a + N) := by
  constructor
  · intro h
    have hpos : (0 : ℤ) < N := by exact_mod_cast hN
    obtain ⟨k, hk⟩ := Int.eq_ofNat_of_zero_le (Int.emod_nonneg (R - a) hpos.ne')
    have hkN : k < N := by
      have h1 := Int.emod_lt_of_pos (R - a) hpos
      rw [hk] at h1
      exact_mod_cast h1
    have hR : (N : ℤ) ∣ R - (a + k) :=
      ⟨(R - a) / N, by linear_combination hk - Int.emod_def (R - a) N⟩
    by_cases hS : R = a + k
    · right
      constructor <;> omega
    · left
      have hd : (R : ℂ) - (a + k) ≠ 0 := sub_ne_zero.2 (by exact_mod_cast hS)
      -- a wavevector at which `R` and its alias have opposite phases
      obtain ⟨q, hq⟩ : ∃ q : ℝ, (q : ℂ) * ((R : ℂ) - (a + k)) = Real.pi := by
        refine ⟨Real.pi / ((R : ℝ) - (a + k)), ?_⟩
        push_cast
        exact div_mul_cancel₀ _ hd
      have hopp : phase R q = -phase (a + k) q := by
        have h1 : phase R q = phase (a + k) q * Complex.exp (Real.pi * Complex.I) := by
          simp only [phase, ← Complex.exp_add]
          congr 1
          push_cast
          linear_combination Complex.I * hq
        rw [h1, Complex.exp_pi_mul_I, mul_neg_one]
      have h1 := h q
      rw [corrected_add_coupling hkN hR] at h1
      have h2 := add_left_cancel (h1.trans (add_zero _).symm)
      rw [hopp] at h2
      refine (smul_eq_zero.1 h2).resolve_left (fun e => ?_)
      have h3 : phase (a + k) q = 0 := by linear_combination (-1 / 2 : ℂ) * e
      exact Complex.exp_ne_zero _ h3
  · rintro (hK | ⟨h1, h2⟩) q
    · simp [hK]
    · obtain ⟨m, hm⟩ := Int.eq_ofNat_of_zero_le (sub_nonneg.2 h1)
      have hmN : m < N := by omega
      have e : a + (m : ℤ) = R := by omega
      have hR : (N : ℤ) ∣ R - (a + m) := by
        rw [e, sub_self]
        exact dvd_zero _
      rw [corrected_add_coupling hmN hR, e, sub_self, zero_smul, add_zero]

end

end LongRangeSubtraction
```

```lean
#print axioms LongRangeSubtraction.corrected_grid
#print axioms LongRangeSubtraction.corrected_eq_iff
#print axioms LongRangeSubtraction.coupling_invisible_iff
```

```
'LongRangeSubtraction.corrected_grid' depends on axioms: [propext, Classical.choice, Quot.sound]
'LongRangeSubtraction.corrected_eq_iff' depends on axioms: [propext, Classical.choice, Quot.sound]
'LongRangeSubtraction.coupling_invisible_iff' depends on axioms: [propext, Classical.choice, Quot.sound]
```

## From grid sums to the equivalence

`residue_unique` is the statement that congruent positions in the window coincide. It writes the difference as \(N\) times an integer `t` and excludes `t ≠ 0` by size.

In `phase_grid_sum`, `hpow` writes each phase as a power of \(z\), `hone` characterises \(z=1\), and `hper` gives \(z^N=1\). The geometric series enters through `mul_neg_geom_sum`. `forceConstant_phase` merges the two exponentials and applies this sum.

`interp_windowSum` exchanges the sums over grid and window, then uses `Finset.sum_eq_single` to keep the one congruent term. The linearity identity is `corrected_sub_corrected`, where `simp only` distributes the sums and `abel` rearranges them. For the forward direction of `corrected_eq_iff`, the coefficients are the force constants of \(L_1-L_2\); the reverse direction rewrites with `interp_windowSum`.

## Grid values and single couplings

In `interp_grid`, `hswap` produces the bracket above. `horth` then exchanges the roles of lattice vector and wavevector, so that `phase_grid_sum` also evaluates the sum over the window. `corrected_grid` follows by cancelling \(L\).

`corrected_add_coupling` first proves `halias`, that interpolation folds \(R\) back to \(a+k\), and then applies the linearity identity. `coupling_invisible_iff` obtains `k` as the remainder of \(R-a\) modulo \(N\). When \(R\ne a+k\), it constructs the wavevector \(q\) chosen above, and `hopp` records the opposite phases that force \(K=0\).
